# Every real polynomial of degree below n is orthogonal on [−1, 1] to the n-th derivative of (x² − 1)ⁿ

To find the n-th multipole component of an axially symmetric charge density, I integrate it at each radius against a Legendre polynomial in x = cos θ, and I have to choose how that polynomial is defined. Gram–Schmidt builds the orthogonality in. The Rodrigues formula just differentiates (x² − 1)ⁿ n times, and I see no inner product in it. Why should the result be orthogonal to every polynomial of lower degree, and what happens to the boundary terms when I integrate by parts?

## The surviving factors of x² − 1 remove the boundary terms

Take the Rodrigues formula as the definition, so that orthogonality is something to prove. Write D for d/dx and set

Rₙ(x) = Dⁿ (x² − 1)ⁿ.

The textbook Legendre polynomial is Pₙ = Rₙ / (2ⁿ n!); the constant does not affect orthogonality.

Each derivative removes at most one factor of x² − 1. For m ≥ 1 and any polynomial s,

D[(x² − 1)ᵐ s] = (x² − 1)ᵐ⁻¹ [2m x s + (x² − 1) s′].

Hence for k < n the derivative Dᵏ(x² − 1)ⁿ still contains (x² − 1)ⁿ⁻ᵏ and vanishes at x = ±1. Integration by parts then has no boundary term. With all integrals over [−1, 1], n repetitions give

∫ q Rₙ dx = (−1)ⁿ ∫ (Dⁿq) (x² − 1)ⁿ dx = ∫ (Dⁿq) (1 − x²)ⁿ dx.

If q has degree less than n, then Dⁿq = 0 and the overlap is zero. In particular, q = Rₘ with m < n gives the mutual orthogonality of the Rodrigues polynomials.

If q has degree at most n and a is its coefficient of xⁿ, then Dⁿq = n! a, so

∫ q Rₙ dx = n! a Iₙ, where Iₙ = ∫ (1 − x²)ⁿ dx > 0.

Among these q, the overlap therefore vanishes exactly when a = 0. The leading term of Rₙ is Dⁿx²ⁿ = ((2n)!/n!) xⁿ, and putting q = Rₙ yields

∫ Rₙ² dx = (2n)! Iₙ.

Conversely, let p have degree at most n and be orthogonal to every polynomial of degree less than n. Choose c so that r = p − c Rₙ has no xⁿ term. Then

∫ r² dx = ∫ r p dx − c ∫ r Rₙ dx = 0,

so r = 0 and p = c Rₙ. Gram–Schmidt therefore leads to the same polynomials, up to constants.

In Lean, `rodrigues n` is Rₙ as an element of `ℝ[X]`, the real polynomials. The operator `derivative^[n]` differentiates n times, and `eval x` turns a polynomial into a number, so the overlaps are ordinary integrals of real functions. The main theorem, `rodrigues_orthogonality`, has the single hypothesis `q.degree < n`. Mathlib gives the zero polynomial a `degree` below every natural number, so it is always admitted. At n = 0 it is the only admitted q: R₀ = 1, and the theorem says that the integral of zero is zero. At n = 1, R₁ = 2x is orthogonal to the constants.

The results for degree at most n use `natDegree`, which is 0 for the zero polynomial. That bound matters in `overlap_eq_zero_iff`, since Rₙ₊₁ has degree above n and is also orthogonal to Rₙ.

```lean
import Mathlib

open Polynomial

namespace RodriguesOrthogonality

noncomputable section

/-- The Legendre polynomial without its normalising factor, given by the Rodrigues formula:
the `n`-th derivative of `(X² - 1)^n`. -/
def rodrigues (n : ℕ) : ℝ[X] := derivative^[n] ((X ^ 2 - 1) ^ n)

/-- Derivatives of `(X² - 1)^n` of order below `n` vanish at the endpoints `x = ±1`. -/
theorem boundary_vanishes {n k : ℕ} (hk : k < n) {x : ℝ} (hx : x ^ 2 = 1) :
    (derivative^[k] ((X ^ 2 - 1 : ℝ[X]) ^ n)).eval x = 0 := by
  -- at least one factor X² - 1 survives the differentiation
  obtain ⟨r, hr⟩ := pow_sub_dvd_iterate_derivative_of_pow_dvd k
    (dvd_refl ((X ^ 2 - 1 : ℝ[X]) ^ n))
  have h0 : (X ^ 2 - 1 : ℝ[X]).eval x = 0 := by simp [hx]
  rw [hr, eval_mul, eval_pow, h0, zero_pow (by omega), zero_mul]

/-- Integration by parts on `[-1,1]` when the polynomial `p` vanishes at both endpoints. -/
theorem integral_by_parts (q p : ℝ[X]) (h1 : p.eval 1 = 0) (h2 : p.eval (-1) = 0) :
    ∫ x in (-1 : ℝ)..1, q.eval x * (derivative p).eval x =
      -∫ x in (-1 : ℝ)..1, (derivative q).eval x * p.eval x := by
  have h := intervalIntegral.integral_mul_deriv_eq_deriv_mul (a := (-1 : ℝ)) (b := 1)
    (u := fun x => q.eval x) (v := fun x => p.eval x)
    (u' := fun x => (derivative q).eval x) (v' := fun x => (derivative p).eval x)
    (fun x _ => q.hasDerivAt x) (fun x _ => p.hasDerivAt x)
    ((derivative q).continuous.intervalIntegrable _ _)
    ((derivative p).continuous.intervalIntegrable _ _)
  simp only [h1, h2, mul_zero, sub_zero, zero_sub] at h
  exact h

/-- For `k ≤ n`, all `k` derivatives acting on `(X² - 1)^n` can be moved onto the other factor
of the integral, at the price of a sign `(-1)^k`. -/
theorem move_derivatives {n k : ℕ} (hk : k ≤ n) (q : ℝ[X]) :
    ∫ x in (-1 : ℝ)..1, q.eval x * (derivative^[k] ((X ^ 2 - 1 : ℝ[X]) ^ n)).eval x =
      (-1) ^ k * ∫ x in (-1 : ℝ)..1,
        (derivative^[k] q).eval x * ((X ^ 2 - 1 : ℝ[X]) ^ n).eval x := by
  induction k generalizing q with
  | zero => simp
  | succ k ih =>
    rw [Function.iterate_succ_apply', integral_by_parts q _
      (boundary_vanishes (by omega) (by norm_num)) (boundary_vanishes (by omega) (by norm_num)),
      ih (by omega) (derivative q), Function.iterate_succ_apply, pow_succ]
    ring

/-- **Rodrigues orthogonality.** The `n`-th derivative of `(X² - 1)^n` is orthogonal on `[-1,1]`
to every real polynomial of degree less than `n`. -/
theorem rodrigues_orthogonality (n : ℕ) (q : ℝ[X]) (hq : q.degree < n) :
    ∫ x in (-1 : ℝ)..1, q.eval x * (rodrigues n).eval x = 0 := by
  have hD : derivative^[n] q = 0 := by
    by_cases h0 : q = 0
    · rw [h0, iterate_derivative_zero]
    · exact iterate_derivative_eq_zero ((natDegree_lt_iff_degree_lt h0).2 hq)
  unfold rodrigues
  rw [move_derivatives le_rfl q, hD]
  simp

/-- For `q` of degree at most `n`, the overlap with the Rodrigues polynomial is `n!` times the
coefficient of `X^n` in `q` times the integral of `(1 - x²)^n`. -/
theorem overlap_formula (n : ℕ) (q : ℝ[X]) (hq : q.natDegree ≤ n) :
    ∫ x in (-1 : ℝ)..1, q.eval x * (rodrigues n).eval x =
      (n.factorial * q.coeff n) * ∫ x in (-1 : ℝ)..1, (1 - x ^ 2) ^ n := by
  -- the n-th derivative of q is a constant
  have hD : derivative^[n] q = C ((n.factorial : ℝ) * q.coeff n) := by
    ext m
    rw [coeff_iterate_derivative]
    rcases m with _ | m
    · rw [coeff_C_zero, zero_add, Nat.descFactorial_self, nsmul_eq_mul]
    · have h0 : q.coeff (m + 1 + n) = 0 := coeff_eq_zero_of_natDegree_lt (by omega)
      rw [h0, smul_zero, coeff_C_succ]
  have hx : ∀ x : ℝ, (-1) ^ n * ((derivative^[n] q).eval x * ((X ^ 2 - 1 : ℝ[X]) ^ n).eval x) =
      (n.factorial * q.coeff n) * (1 - x ^ 2) ^ n := by
    intro x
    have hs : (1 - x ^ 2) ^ n = (-1) ^ n * (x ^ 2 - 1) ^ n := by
      rw [← mul_pow]
      congr 1
      ring
    rw [hD, eval_C, eval_pow, eval_sub, eval_pow, eval_X, eval_one, hs]
    ring
  unfold rodrigues
  rw [move_derivatives le_rfl q, ← intervalIntegral.integral_const_mul,
    ← intervalIntegral.integral_const_mul]
  exact intervalIntegral.integral_congr fun x _ => hx x

/-- The degree bound is sharp: among polynomials of degree at most `n`, exactly those of degree
less than `n` are orthogonal to the Rodrigues polynomial. -/
theorem overlap_eq_zero_iff (n : ℕ) (q : ℝ[X]) (hq : q.natDegree ≤ n) :
    ∫ x in (-1 : ℝ)..1, q.eval x * (rodrigues n).eval x = 0 ↔ q.degree < n := by
  refine ⟨fun h => ?_, rodrigues_orthogonality n q⟩
  have hpos : 0 < ∫ x in (-1 : ℝ)..1, (1 - x ^ 2) ^ n := by
    refine intervalIntegral.intervalIntegral_pos_of_pos_on
      (Continuous.intervalIntegrable (by fun_prop) _ _) (fun x hx => ?_) (by norm_num)
    exact pow_pos (by nlinarith [hx.1, hx.2]) n
  have hf : (n.factorial : ℝ) ≠ 0 := by exact_mod_cast n.factorial_ne_zero
  rw [overlap_formula n q hq] at h
  have hc : q.coeff n = 0 :=
    (mul_eq_zero.1 ((mul_eq_zero.1 h).resolve_right hpos.ne')).resolve_left hf
  rw [degree_lt_iff_coeff_zero]
  intro m hm
  rcases hm.eq_or_lt with rfl | hlt
  · exact hc
  · exact coeff_eq_zero_of_natDegree_lt (by omega)

/-- The Rodrigues polynomial has degree `n`, and `n!` times its leading coefficient
is `(2n)!`. -/
theorem rodrigues_leading (n : ℕ) : (rodrigues n).natDegree = n ∧
    (n.factorial : ℝ) * (rodrigues n).coeff n = (2 * n).factorial := by
  have hX : (X ^ 2 - 1 : ℝ[X]) = X ^ 2 - C 1 := by rw [C_1]
  have hm : (X ^ 2 - 1 : ℝ[X]).Monic := by
    rw [hX]
    exact monic_X_pow_sub_C 1 two_ne_zero
  have hdeg : ((X ^ 2 - 1 : ℝ[X]) ^ n).natDegree = 2 * n := by
    rw [natDegree_pow, hX, natDegree_X_pow_sub_C]
    ring
  have hc : ((X ^ 2 - 1 : ℝ[X]) ^ n).coeff (2 * n) = 1 := by
    have h := (hm.pow n).coeff_natDegree
    rwa [hdeg] at h
  have hlead : (n.factorial : ℝ) * (rodrigues n).coeff n = (2 * n).factorial := by
    unfold rodrigues
    rw [coeff_iterate_derivative, ← two_mul, hc, nsmul_one]
    have h := Nat.factorial_mul_descFactorial (show n ≤ 2 * n by omega)
    rw [show 2 * n - n = n by omega] at h
    exact_mod_cast h
  refine ⟨le_antisymm ?_ (le_natDegree_of_ne_zero fun h0 => ?_), hlead⟩
  · exact (natDegree_iterate_derivative _ _).trans (by rw [hdeg]; omega)
  · rw [h0, mul_zero] at hlead
    exact (2 * n).factorial_ne_zero (by exact_mod_cast hlead.symm)

/-- The squared norm of the Rodrigues polynomial on `[-1,1]` is `(2n)!` times the integral of
`(1 - x²)^n`. -/
theorem rodrigues_norm_sq (n : ℕ) :
    ∫ x in (-1 : ℝ)..1, (rodrigues n).eval x * (rodrigues n).eval x =
      (2 * n).factorial * ∫ x in (-1 : ℝ)..1, (1 - x ^ 2) ^ n := by
  rw [overlap_formula n _ (rodrigues_leading n).1.le, (rodrigues_leading n).2]

/-- A polynomial of degree at most `n` is orthogonal on `[-1,1]` to all polynomials of degree
less than `n` exactly when it is a constant multiple of the Rodrigues polynomial. -/
theorem orthogonal_iff_multiple (n : ℕ) (p : ℝ[X]) (hp : p.natDegree ≤ n) :
    (∀ q : ℝ[X], q.degree < n → ∫ x in (-1 : ℝ)..1, q.eval x * p.eval x = 0) ↔
      ∃ c : ℝ, p = C c * rodrigues n := by
  constructor
  · intro h
    obtain ⟨hd, hl⟩ := rodrigues_leading n
    have hne : (rodrigues n).coeff n ≠ 0 := fun h0 => by
      rw [h0, mul_zero] at hl
      exact (2 * n).factorial_ne_zero (by exact_mod_cast hl.symm)
    -- subtract the multiple that cancels the coefficient of X^n
    obtain ⟨c, hc⟩ : ∃ c : ℝ, c * (rodrigues n).coeff n = p.coeff n :=
      ⟨p.coeff n / (rodrigues n).coeff n, div_mul_cancel₀ _ hne⟩
    obtain ⟨r, hr⟩ : ∃ r : ℝ[X], r = p - C c * rodrigues n := ⟨_, rfl⟩
    have hrd : r.degree < n := by
      rw [degree_lt_iff_coeff_zero]
      intro m hm
      rw [hr, coeff_sub, coeff_C_mul]
      rcases hm.eq_or_lt with rfl | hlt
      · rw [hc, sub_self]
      · rw [coeff_eq_zero_of_natDegree_lt (lt_of_le_of_lt hp hlt),
          coeff_eq_zero_of_natDegree_lt (lt_of_le_of_lt hd.le hlt), mul_zero, sub_zero]
    have hx : ∀ x : ℝ, r.eval x * r.eval x =
        r.eval x * p.eval x - c * (r.eval x * (rodrigues n).eval x) := by
      intro x
      have he : r.eval x = p.eval x - c * (rodrigues n).eval x := by
        rw [hr, eval_sub, eval_mul, eval_C]
      linear_combination r.eval x * he
    -- the remainder is orthogonal to itself
    have hzero : ∫ x in (-1 : ℝ)..1, r.eval x * r.eval x = 0 := by
      calc ∫ x in (-1 : ℝ)..1, r.eval x * r.eval x
          = ∫ x in (-1 : ℝ)..1,
              (r.eval x * p.eval x - c * (r.eval x * (rodrigues n).eval x)) :=
            intervalIntegral.integral_congr fun x _ => hx x
        _ = (∫ x in (-1 : ℝ)..1, r.eval x * p.eval x) -
              ∫ x in (-1 : ℝ)..1, c * (r.eval x * (rodrigues n).eval x) :=
            intervalIntegral.integral_sub
              ((r.continuous.mul p.continuous).intervalIntegrable _ _)
              ((continuous_const.mul
                (r.continuous.mul (rodrigues n).continuous)).intervalIntegrable _ _)
        _ = 0 := by
            rw [intervalIntegral.integral_const_mul, h r hrd,
              rodrigues_orthogonality n r hrd, mul_zero, sub_zero]
    have hr0 : r = 0 := by
      refine eq_zero_of_infinite_isRoot r
        ((Set.Icc_infinite (show (-1 : ℝ) < 1 by norm_num)).mono fun x hxI => ?_)
      by_contra hxr
      have hpos := intervalIntegral.integral_pos (show (-1 : ℝ) < 1 by norm_num)
        (r.continuous.mul r.continuous).continuousOn
        (fun y _ => mul_self_nonneg (r.eval y)) ⟨x, hxI, mul_self_pos.2 hxr⟩
      exact hpos.ne' hzero
    exact ⟨c, sub_eq_zero.1 (hr.symm.trans hr0)⟩
  · rintro ⟨c, rfl⟩ q hq
    have hx : ∀ x : ℝ, q.eval x * (C c * rodrigues n).eval x =
        c * (q.eval x * (rodrigues n).eval x) := by
      intro x
      rw [eval_mul, eval_C]
      ring
    rw [intervalIntegral.integral_congr fun x _ => hx x,
      intervalIntegral.integral_const_mul, rodrigues_orthogonality n q hq, mul_zero]

end

end RodriguesOrthogonality
```

```lean
#print axioms RodriguesOrthogonality.rodrigues_orthogonality
#print axioms RodriguesOrthogonality.overlap_eq_zero_iff
#print axioms RodriguesOrthogonality.rodrigues_norm_sq
#print axioms RodriguesOrthogonality.orthogonal_iff_multiple
```

```
'RodriguesOrthogonality.rodrigues_orthogonality' depends on axioms: [propext, Classical.choice, Quot.sound]
'RodriguesOrthogonality.overlap_eq_zero_iff' depends on axioms: [propext, Classical.choice, Quot.sound]
'RodriguesOrthogonality.rodrigues_norm_sq' depends on axioms: [propext, Classical.choice, Quot.sound]
'RodriguesOrthogonality.orthogonal_iff_multiple' depends on axioms: [propext, Classical.choice, Quot.sound]
```

`boundary_vanishes` obtains the surviving power of X² − 1 from a Mathlib divisibility lemma and evaluates it where x² = 1. `integral_by_parts` is the usual rule with both endpoint values set to zero. `move_derivatives` repeats it by induction on k; the induction is stated for all q because the next step applies it to `derivative q`. The main theorem takes k = n and uses that the n-th derivative of q is zero.

`overlap_formula` compares coefficients to show that Dⁿq is the constant n! a, and absorbs the sign (−1)ⁿ into (1 − x²)ⁿ. `overlap_eq_zero_iff` adds that Iₙ is positive, because the integrand is positive inside the interval. `rodrigues_leading` reads off the top coefficient of Rₙ from the monic polynomial (X² − 1)ⁿ, and `rodrigues_norm_sq` inserts Rₙ for q in the overlap formula.

In `orthogonal_iff_multiple`, the remainder `r` is the r above. If it were nonzero at some point of [−1, 1], the integral of its square would be positive. So every point of the interval is a root, and a polynomial with infinitely many roots is zero. The reverse direction is linearity of the integral.

For your multipole problem, the step that the theorems leave to you is the change of variable x = cos θ, under which integration over the sphere becomes 2π ∫ dx for axially symmetric functions. Take two hydrogen-like orbitals on the same nucleus, with magnetic quantum number zero and angular momenta l₁ and l₂. Their product has an angular part of degree l₁ + l₂ in cos θ, so its n-th multipole component about that nucleus vanishes for every n > l₁ + l₂.

The remaining formulas are ordinary calculus without a Lean proof. Integration by parts gives Iₙ = (2n/(2n + 1)) Iₙ₋₁ for n ≥ 1, with I₀ = 2, and so the normalised value

∫ Pₙ² dx = 2/(2n + 1).

The same argument on the half-line gives, for q of degree less than n,

∫₀^∞ q(x) Dⁿ(xⁿ e⁻ˣ) dx = 0.

There a surviving factor x removes the boundary term at 0, and e⁻ˣ removes the one at infinity. Since Dⁿ(xⁿ e⁻ˣ) is e⁻ˣ times a constant multiple of the n-th Laguerre polynomial, this is the orthogonality of the Laguerre polynomials with weight e⁻ˣ.
